# For λ ≠ 0, the radial Coulomb equation has a solution r^t e^(−λr) p(r) with p a polynomial of degree n exactly when η = λ(n + t)

## The operator and the radial function

Let $t$, $\lambda$ and $\eta$ be real numbers. For a real polynomial $p$ in the variable $X$, define

$$
L p = X p'' + 2(t-\lambda X)p' + 2(\eta-\lambda t)p .
$$

The associated radial function, for $r>0$, is

$$
u(r) = r^{t} e^{-\lambda r} p(r).
$$

Here $t$ is the exponent of the power $r^t$, which gives the behaviour of $u$ at the origin when $p(0)\neq0$. The number $\lambda$ is the decay constant when it is positive, and $\eta$ measures the strength of the Coulomb term, attractive when $\eta>0$. A solution of degree $n$ is a nonzero polynomial of degree exactly $n$ with $Lp=0$. Units are chosen so that $\hbar=c=1$.

## Coulomb attraction for a spinless relativistic particle

The equation $Lp=0$ is equivalent to the radial equation

$$
u'' = \left(\lambda^2 - \frac{2\eta}{r} + \frac{t(t-1)}{r^2}\right)u, \qquad r>0 .
$$

Take a spinless particle of mass $m$, energy $E$ and angular momentum $l$ with electrostatic potential energy $-g/r$. For a particle of charge $-e$ and a fixed charge $Ze$, $g=Z\alpha$ with $\alpha$ the fine-structure constant. Its spatial wave function is $u(r)/r$ times a spherical harmonic, and $u$ obeys the radial Klein–Gordon equation

$$
u'' = \left(m^2-\left(E+\frac gr\right)^2+\frac{l(l+1)}{r^2}\right)u .
$$

Expanding the square gives the previous form with

$$
\lambda^2=m^2-E^2,\qquad \eta=gE,\qquad t(t-1)=l(l+1)-g^2 .
$$

The last relation says that the square of the potential lowers the coefficient of $1/r^2$ from $l(l+1)$ to $l(l+1)-g^2$, whatever the sign of $g$, so $t$ is generally not an integer. This is why the polynomial result is needed for real $t$.

For one spinless particle in the field of a fixed point charge, the resulting closed-form energies, taken with the larger root for $t$ (the one that tends to $l+1$ as $g\to0$), can serve as reference values for a numerical radial solver.

## What is stated

**Termination.** For $\lambda\neq0$ and every natural number $n$, including $0$, a solution of degree $n$ exists if and only if $\eta=\lambda(n+t)$. This is `polynomial_solution_iff`. The operator is `coulombOp t lam eta`, and "degree $n$" is expressed by `p ≠ 0 ∧ p.natDegree = n`. The first condition matters at $n=0$, because Lean also assigns `natDegree` zero to the zero polynomial.

**Uniqueness.** For $\lambda\ne0$, any polynomial solution is a constant multiple of a given nonzero one with the same parameters (`solution_unique`).

**Klein–Gordon energies.** Let $m,g,\lambda>0$ and $n+t>0$, and let $\lambda$ and $t$ satisfy the relations above. Then the radial Klein–Gordon equation has a solution $r^t e^{-\lambda r}p(r)$ with $p$ of degree $n$ if and only if

$$
E=\frac{m}{\sqrt{1+\left(\dfrac{g}{n+t}\right)^2}} .
$$

This is `kleinGordon_coulomb_levels`. Its hypotheses `hE` and `ht` are the relations for $\lambda$ and $t$. Together with `hlam`, `hE` restricts the energy to $|E|<m$, where the exponential decays. A real $t$ satisfying `ht` exists only if $g\le l+\tfrac12$. The larger root then has $t\ge\tfrac12$, so `hN`, the condition $n+t>0$, holds automatically for it.

The theorem concerns solutions of this particular form. It does not impose a boundary condition at the origin, choose between the two roots for $t$, or establish that every bound state has a polynomial factor. Spin and the finite size of the nucleus are absent from the model.

## The recursion and its two ends

Write $p=\sum_k a_kX^k$. The coefficient of $X^k$ receives $k(k+1)a_{k+1}$ from $Xp''$, $2t(k+1)a_{k+1}-2\lambda k a_k$ from the first-derivative term, and $2(\eta-\lambda t)a_k$ from the last term. Hence

$$
(Lp)_k=(k+1)(k+2t)a_{k+1}-2\bigl(\lambda(k+t)-\eta\bigr)a_k .
$$

Suppose $Lp=0$ and $p$ has degree $n$. At $k=n$ we have $a_{n+1}=0$ and $a_n\neq0$, so $\eta=\lambda(n+t)$.

Conversely, assume this relation. The equations become

$$
(k+1)(k+2t)a_{k+1}=2\lambda(k-n)a_k .
$$

Set $a_n=1$, set $a_k=0$ for $k>n$, and solve downward:

$$
a_k=\frac{(k+1)(k+2t)}{2\lambda(k-n)}\,a_{k+1},\qquad k<n .
$$

The denominator never vanishes. At $k=n$ both sides of the recursion are zero, and above $n$ all coefficients are zero. Solving upward would instead require division by $k+2t$, which can vanish for some values of $t$.

For uniqueness, let $p\neq0$ and $q$ be solutions, let $n$ be the degree of $p$, and let $c$ be the ratio of their coefficients of $X^n$. If $q-cp$ were nonzero, it would be a solution, and the relation for $\eta$ would force its degree to be $n$. But its coefficient of $X^n$ is zero, so $q=cp$.

## From the polynomial to the energy

Differentiating $u$ once gives

$$
u'=r^{t-1}e^{-\lambda r}d(r),\qquad d=tp-\lambda Xp+Xp' .
$$

The same rule, with $t-1$ in place of $t$ and $d$ in place of $p$, gives

$$
u''=r^{t-2}e^{-\lambda r}\bigl[(t-1)d-\lambda r d+r d'\bigr].
$$

Inserting $d'=(t+1)p'-\lambda p-\lambda r p'+r p''$, the bracket becomes

$$
r^2p''+2r(t-\lambda r)p'+\bigl(\lambda^2r^2-2\lambda tr+t(t-1)\bigr)p .
$$

Therefore

$$
u''=\left(\lambda^2-\frac{2\eta}{r}+\frac{t(t-1)}{r^2}\right)u+r^{t-1}e^{-\lambda r}(Lp)(r).
$$

The prefactor of $Lp$ is positive. The radial equation thus holds for all $r>0$ exactly when $Lp$ vanishes on the half-line, which for a polynomial means $Lp=0$.

In the Klein–Gordon case put $N=n+t>0$. Termination requires $gE=\lambda N$, so $E>0$. Squaring gives

$$
g^2E^2=(m^2-E^2)N^2,\qquad E^2(N^2+g^2)=m^2N^2,
$$

and the positive root is the stated energy. Conversely, the stated energy is positive and satisfies $(gE)^2=(\lambda N)^2$. Both $gE$ and $\lambda N$ are positive, so they are equal.

## The Lean file

```lean
import Mathlib

open Polynomial

namespace CoulombTermination

noncomputable section

/-- The Coulomb operator `X p'' + 2 (t - lam X) p' + 2 (eta - lam t) p` on real polynomials. -/
def coulombOp (t lam eta : ℝ) (p : ℝ[X]) : ℝ[X] :=
  X * derivative (derivative p) + C 2 * (C t - C lam * X) * derivative p
    + C (2 * (eta - lam * t)) * p

/-- The radial function `r ^ t * exp (-lam r) * p(r)`. -/
def radialWave (t lam : ℝ) (p : ℝ[X]) (r : ℝ) : ℝ :=
  r ^ t * Real.exp (-lam * r) * p.eval r

/-- The polynomial factor `t p - lam X p + X p'` produced by differentiating a radial function. -/
def derivFactor (t lam : ℝ) (p : ℝ[X]) : ℝ[X] :=
  C t * p - C lam * X * p + X * derivative p

/-- The coefficient of `X ^ k` in the Coulomb operator applied to `p`, in terms of the coefficients
of `X ^ k` and `X ^ (k + 1)` in `p`. -/
theorem coeff_coulombOp (t lam eta : ℝ) (p : ℝ[X]) (k : ℕ) :
    (coulombOp t lam eta p).coeff k =
      (k + 1) * (k + 2 * t) * p.coeff (k + 1) - 2 * (lam * (k + t) - eta) * p.coeff k := by
  have h : coulombOp t lam eta p = X * derivative (derivative p) + C (2 * t) * derivative p
      - C (2 * lam) * (X * derivative p) + C (2 * (eta - lam * t)) * p := by
    simp only [coulombOp, C_mul]
    ring
  rw [h]
  cases k with
  | zero =>
    simp only [coeff_add, coeff_sub, coeff_C_mul, coeff_X_mul_zero, coeff_derivative]
    push_cast
    ring
  | succ k =>
    simp only [coeff_add, coeff_sub, coeff_C_mul, coeff_X_mul, coeff_derivative]
    push_cast
    ring

/-- A nonzero polynomial solution of the Coulomb equation fixes the coupling through its degree. -/
theorem coupling_of_solution {t lam eta : ℝ} {p : ℝ[X]} (hp : p ≠ 0)
    (h : coulombOp t lam eta p = 0) : eta = lam * (p.natDegree + t) := by
  -- read off the coefficient of the highest power
  have h1 := coeff_coulombOp t lam eta p p.natDegree
  rw [h, coeff_zero, coeff_eq_zero_of_natDegree_lt (Nat.lt_succ_self p.natDegree)] at h1
  have hc : p.coeff p.natDegree ≠ 0 := by simpa using hp
  have h2 : (lam * (p.natDegree + t) - eta) * p.coeff p.natDegree = 0 := by
    linear_combination (1 / 2) * h1
  rcases mul_eq_zero.mp h2 with h3 | h3
  · linarith
  · exact absurd h3 hc

/-- For `lam ≠ 0`, the Coulomb equation has a polynomial solution of exact degree `n` if and only if
`eta = lam (n + t)`. -/
theorem polynomial_solution_iff (t eta : ℝ) {lam : ℝ} (hlam : lam ≠ 0) (n : ℕ) :
    (∃ p : ℝ[X], p ≠ 0 ∧ p.natDegree = n ∧ coulombOp t lam eta p = 0) ↔
      eta = lam * (n + t) := by
  constructor
  · rintro ⟨p, hp, rfl, h⟩
    exact coupling_of_solution hp h
  · intro heta
    -- solve the recursion downward from the leading coefficient
    obtain ⟨a, han, hrec⟩ : ∃ a : ℕ → ℝ, a n = 1 ∧ ∀ k < n,
        ((k : ℝ) + 1) * (k + 2 * t) * a (k + 1) = 2 * lam * (k - n) * a k := by
      refine ⟨fun k => ∏ j ∈ Finset.Ico k n,
        (((j : ℝ) + 1) * (j + 2 * t) / (2 * lam * (j - n))), by simp, fun k hk => ?_⟩
      have hne : (k : ℝ) - n ≠ 0 := sub_ne_zero.mpr (by exact_mod_cast hk.ne)
      have key : ∀ P : ℝ, ((k : ℝ) + 1) * (k + 2 * t) * P = 2 * lam * (k - n) *
          (((k : ℝ) + 1) * (k + 2 * t) / (2 * lam * (k - n)) * P) := by
        intro P
        field_simp
      beta_reduce
      rw [Finset.prod_eq_prod_Ico_succ_bot hk]
      exact key _
    obtain ⟨p, hc⟩ : ∃ p : ℝ[X], ∀ k, p.coeff k = if k < n + 1 then a k else 0 := by
      refine ⟨∑ j ∈ Finset.range (n + 1), C (a j) * X ^ j, fun k => ?_⟩
      simp only [Polynomial.finsetSum_coeff, coeff_C_mul_X_pow, Finset.sum_ite_eq, Finset.mem_range]
    have hn : p.coeff n ≠ 0 := by
      rw [hc n, if_pos (by omega), han]
      exact one_ne_zero
    refine ⟨p, fun h0 => hn (by rw [h0, coeff_zero]), le_antisymm ?_ ?_, ?_⟩
    · exact natDegree_le_iff_coeff_eq_zero.mpr fun k hk => by rw [hc k, if_neg (by omega)]
    · exact le_natDegree_of_ne_zero hn
    · ext k
      rw [coeff_coulombOp, coeff_zero, hc (k + 1), hc k, heta]
      rcases lt_trichotomy k n with hk | hk | hk
      · rw [if_pos (by omega), if_pos (by omega)]
        linear_combination hrec k hk
      · rw [if_neg (by omega), if_pos (by omega), hk]
        ring
      · rw [if_neg (by omega), if_neg (by omega)]
        ring

/-- For `lam ≠ 0`, every polynomial solution of the Coulomb equation is a constant multiple of any
given nonzero solution with the same parameters. -/
theorem solution_unique {t lam eta : ℝ} (hlam : lam ≠ 0) {p q : ℝ[X]} (hp : p ≠ 0)
    (h : coulombOp t lam eta p = 0) (hq : coulombOp t lam eta q = 0) :
    ∃ c : ℝ, q = C c * p := by
  have hc : p.coeff p.natDegree ≠ 0 := by simpa using hp
  refine ⟨q.coeff p.natDegree / p.coeff p.natDegree, ?_⟩
  generalize hcd : q.coeff p.natDegree / p.coeff p.natDegree = c
  by_contra hne
  have hr : q - C c * p ≠ 0 := sub_ne_zero.mpr hne
  have hlin : coulombOp t lam eta (q - C c * p) =
      coulombOp t lam eta q - C c * coulombOp t lam eta p := by
    simp only [coulombOp, derivative_sub, derivative_C_mul]
    ring
  -- the difference would have the same degree as `p`, but that coefficient cancels
  have h1 := coupling_of_solution hr (by rw [hlin, h, hq, mul_zero, sub_zero])
  have h2 := mul_left_cancel₀ hlam (h1.symm.trans (coupling_of_solution hp h))
  have h3 : (q - C c * p).natDegree = p.natDegree := by
    exact_mod_cast add_right_cancel h2
  have h4 : (q - C c * p).coeff (q - C c * p).natDegree ≠ 0 := by
    rw [coeff_natDegree]
    exact leadingCoeff_ne_zero.mpr hr
  apply h4
  rw [h3, coeff_sub, coeff_C_mul, ← hcd]
  field_simp
  simp

/-- At positive radii, the derivative of a radial function is given by a radial function with
exponent `t - 1`. -/
theorem hasDerivAt_radialWave (t lam : ℝ) (p : ℝ[X]) {r : ℝ} (hr : 0 < r) :
    HasDerivAt (radialWave t lam p) (radialWave (t - 1) lam (derivFactor t lam p) r) r := by
  have h1 : HasDerivAt (fun x : ℝ => x ^ t) (t * r ^ (t - 1)) r :=
    Real.hasDerivAt_rpow_const (Or.inl hr.ne')
  have h2 : HasDerivAt (fun x : ℝ => Real.exp (-lam * x)) (Real.exp (-lam * r) * (-lam)) r := by
    simpa using ((hasDerivAt_id r).const_mul (-lam)).exp
  have e : r ^ t = r ^ (t - 1) * r := by
    rw [Real.rpow_sub_one hr.ne']
    field_simp
  refine ((h1.fun_mul h2).fun_mul (p.hasDerivAt r)).congr_deriv ?_
  simp only [radialWave, derivFactor, eval_add, eval_sub, eval_mul, eval_C, eval_X]
  rw [e]
  ring

/-- The polynomial Coulomb equation holds exactly when the radial function obeys
`u'' = (lam² - 2 eta / r + t (t - 1) / r²) u` at all positive radii. -/
theorem coulombOp_eq_zero_iff_radial (t lam eta : ℝ) (p : ℝ[X]) :
    coulombOp t lam eta p = 0 ↔ ∀ r : ℝ, 0 < r → deriv (deriv (radialWave t lam p)) r =
      (lam ^ 2 - 2 * eta / r + t * (t - 1) / r ^ 2) * radialWave t lam p r := by
  have key : ∀ r : ℝ, 0 < r → deriv (deriv (radialWave t lam p)) r =
      (lam ^ 2 - 2 * eta / r + t * (t - 1) / r ^ 2) * radialWave t lam p r
        + r ^ (t - 1) * Real.exp (-lam * r) * (coulombOp t lam eta p).eval r := by
    intro r hr
    have hev : deriv (radialWave t lam p) =ᶠ[nhds r]
        radialWave (t - 1) lam (derivFactor t lam p) := by
      filter_upwards [Ioi_mem_nhds hr] with x hx
      exact (hasDerivAt_radialWave t lam p hx).deriv
    have e : ∀ s : ℝ, r ^ s = r ^ (s - 1) * r := by
      intro s
      rw [Real.rpow_sub_one hr.ne']
      field_simp
    rw [hev.deriv_eq, (hasDerivAt_radialWave (t - 1) lam _ hr).deriv]
    simp only [radialWave, derivFactor, coulombOp, derivative_add, derivative_sub,
      derivative_mul, derivative_C, derivative_X, eval_add, eval_sub, eval_mul, eval_C,
      eval_X, eval_zero, eval_one]
    rw [e t, e (t - 1)]
    field_simp
    ring
  constructor
  · intro h r hr
    rw [key r hr, h, eval_zero, mul_zero, add_zero]
  · intro h
    -- a polynomial vanishing on the whole half-line is zero
    refine eq_zero_of_infinite_isRoot _ ((Set.Ioi_infinite (0 : ℝ)).mono fun r hr => ?_)
    have hr' : 0 < r := hr
    have h1 := key r hr'
    rw [h r hr'] at h1
    have h2 : r ^ (t - 1) * Real.exp (-lam * r) * (coulombOp t lam eta p).eval r = 0 := by
      linarith
    have h3 : r ^ (t - 1) * Real.exp (-lam * r) ≠ 0 :=
      (mul_pos (Real.rpow_pos_of_pos hr' _) (Real.exp_pos _)).ne'
    exact (mul_eq_zero.mp h2).resolve_left h3

/-- For a spinless particle of mass `m` in the potential `-g / r`, the radial Klein-Gordon equation
has a solution `r ^ t * exp (-lam r) * p(r)` with `p` of degree `n` if and only if `E = m / √(1 + (g
/ (n + t))²)`. Here `m`, `g`, `lam` and `n + t` are positive, `lam² = m² - E²` and `t (t - 1) = l (l
+ 1) - g²`. -/
theorem kleinGordon_coulomb_levels {m g E lam t : ℝ} (l n : ℕ) (hm : 0 < m) (hg : 0 < g)
    (hlam : 0 < lam) (hE : lam ^ 2 = m ^ 2 - E ^ 2)
    (ht : t * (t - 1) = l * (l + 1) - g ^ 2) (hN : 0 < n + t) :
    (∃ p : ℝ[X], p ≠ 0 ∧ p.natDegree = n ∧
      ∀ r : ℝ, 0 < r → deriv (deriv (radialWave t lam p)) r =
        (m ^ 2 - (E + g / r) ^ 2 + l * (l + 1) / r ^ 2) * radialWave t lam p r) ↔
      E = m / √(1 + (g / (n + t)) ^ 2) := by
  have hV : ∀ r : ℝ, m ^ 2 - (E + g / r) ^ 2 + l * (l + 1) / r ^ 2 =
      lam ^ 2 - 2 * (g * E) / r + t * (t - 1) / r ^ 2 := by
    intro r
    rw [ht, hE]
    ring
  simp only [hV, ← coulombOp_eq_zero_iff_radial]
  rw [polynomial_solution_iff t (g * E) hlam.ne' n]
  -- it remains to solve `g E = lam (n + t)` for the energy
  generalize (n : ℝ) + t = N at hN ⊢
  have hs : 0 < √(1 + (g / N) ^ 2) := Real.sqrt_pos.mpr (by positivity)
  have hs2 : √(1 + (g / N) ^ 2) ^ 2 * N ^ 2 = N ^ 2 + g ^ 2 := by
    rw [Real.sq_sqrt (by positivity)]
    field_simp
  generalize √(1 + (g / N) ^ 2) = s at hs hs2 ⊢
  rw [eq_div_iff hs.ne']
  constructor
  · intro h
    have hEpos : 0 < E := pos_of_mul_pos_right (h ▸ mul_pos hlam hN) hg.le
    have h1 : ((E * s) ^ 2 - m ^ 2) * N ^ 2 = 0 := by
      linear_combination E ^ 2 * hs2 + (g * E + lam * N) * h + N ^ 2 * hE
    have h2 := (mul_eq_zero.mp h1).resolve_right (pow_pos hN 2).ne'
    exact (sq_eq_sq₀ (mul_pos hEpos hs).le hm.le).mp (sub_eq_zero.mp h2)
  · intro h
    have hEpos : 0 < E := pos_of_mul_pos_left (h ▸ hm) hs.le
    refine (sq_eq_sq₀ (mul_pos hg hEpos).le (mul_pos hlam hN).le).mp ?_
    linear_combination N ^ 2 * (E * s + m) * h - E ^ 2 * hs2 - N ^ 2 * hE

end

end CoulombTermination
```

```lean
#print axioms CoulombTermination.polynomial_solution_iff
-- 'CoulombTermination.polynomial_solution_iff' depends on axioms: [propext, Classical.choice, Quot.sound]
#print axioms CoulombTermination.solution_unique
-- 'CoulombTermination.solution_unique' depends on axioms: [propext, Classical.choice, Quot.sound]
#print axioms CoulombTermination.kleinGordon_coulomb_levels
-- 'CoulombTermination.kleinGordon_coulomb_levels' depends on axioms: [propext, Classical.choice, Quot.sound]
```

## How the formal argument follows the calculation

`coeff_coulombOp` proves the coefficient formula. It treats $k=0$ separately because multiplication by $X$ shifts coefficients and leaves a zero constant term. `coupling_of_solution` evaluates the formula at `p.natDegree`; the product of $\lambda(n+t)-\eta$ and the leading coefficient is zero, and the second factor is not.

In `polynomial_solution_iff`, the downward recursion is solved in closed form by a product over $j=k,\dots,n-1$. Splitting off the factor $j=k$ with `Finset.prod_eq_prod_Ico_succ_bot` gives the step from $a_{k+1}$ to $a_k$. A finite sum then turns the coefficients into a polynomial, and `lt_trichotomy` separates the cases $k<n$, $k=n$ and $k>n$.

`solution_unique` first shows that $L$ respects the difference $q-cp$. It then applies `coupling_of_solution` to both $q-cp$ and $p$, and cancels $\lambda$ to compare their degrees.

`hasDerivAt_radialWave` is the product rule for $u$, with `derivFactor` standing for $d$. `coulombOp_eq_zero_iff_radial` applies it twice. Its intermediate statement `key` is the identity for $u''$ with the remainder $Lp$. The first-derivative formula is known at positive radii, so the proof uses it in a neighbourhood of $r$ before differentiating again. For the reverse implication, `eq_zero_of_infinite_isRoot` uses the infinitely many roots on the half-line.

`kleinGordon_coulomb_levels` rewrites the potential through `hV`, then applies the radial equivalence and the termination theorem. What remains is $gE=\lambda N$. The `linear_combination` steps carry out the squared algebra, and `sq_eq_sq₀` removes the squares once both sides are known to be nonnegative.
